# A Hermitian projector of rank $N$ has at most $N/\tau^2$ entries of modulus at least $\tau>0$, but dropping the rest can lose a whole electron

Before a density matrix is thresholded and stored in sparse form, the number of entries that will survive can be capped: if the matrix is a Hermitian projector onto $N$ occupied orbitals, at most $N/\tau^2$ of its entries have modulus at least $\tau>0$. The cap limits storage and not error, as a projector with all entries equal shows.

In Lean 4 with Mathlib:

```lean
import Mathlib

open Finset

namespace ProjectorSparsity

noncomputable section

variable {𝕜 ι : Type*} [RCLike 𝕜] [Fintype ι]

/-- An orbital projector: a real symmetric or complex Hermitian matrix that is idempotent. -/
structure IsOrbitalProjector (P : Matrix ι ι 𝕜) : Prop where
  hermitian : P.IsHermitian
  idem : P * P = P

/-- The index pairs at which a matrix has an entry of modulus at least `τ`. -/
def largeEntries (τ : ℝ) (P : Matrix ι ι 𝕜) : Finset (ι × ι) :=
  univ.filter fun p => τ ≤ ‖P p.1 p.2‖

/-- Thresholding: entries of modulus below `τ` are replaced by zero, the others are kept. -/
def threshold (τ : ℝ) (P : Matrix ι ι 𝕜) : Matrix ι ι 𝕜 :=
  Matrix.of fun i j => if τ ≤ ‖P i j‖ then P i j else 0

/-- The trace of an orbital projector is its rank, the number of occupied orbitals. -/
theorem IsOrbitalProjector.trace_eq_rank {P : Matrix ι ι 𝕜} (h : IsOrbitalProjector P) :
    P.trace = (P.rank : 𝕜) := by
  classical
  -- `P` acts as the identity on its own range
  have hproj : LinearMap.IsProj (LinearMap.range P.mulVecLin) P.mulVecLin := by
    constructor
    · intro x
      exact LinearMap.mem_range_self _ x
    · rintro _ ⟨x, rfl⟩
      simp only [Matrix.mulVecLin_apply, Matrix.mulVec_mulVec, h.idem]
  have hm : LinearMap.toMatrix' P.mulVecLin = P := by
    rw [← Matrix.toLin'_apply', LinearMap.toMatrix'_toLin']
  have htr := hproj.trace
  rw [LinearMap.trace_eq_matrix_trace 𝕜 (Pi.basisFun 𝕜 ι),
    LinearMap.toMatrix_eq_toMatrix', hm] at htr
  exact htr

/-- Sum rule: the squared moduli of all entries of an orbital projector add up to its rank. -/
theorem IsOrbitalProjector.sum_norm_sq {P : Matrix ι ι 𝕜} (h : IsOrbitalProjector P) :
    ∑ p : ι × ι, ‖P p.1 p.2‖ ^ 2 = (P.rank : ℝ) := by
  rw [Fintype.sum_prod_type]
  have key : ((∑ i, ∑ j, ‖P i j‖ ^ 2 : ℝ) : 𝕜) = ((P.rank : ℝ) : 𝕜) := by
    rw [RCLike.ofReal_natCast, ← h.trace_eq_rank]
    calc ((∑ i, ∑ j, ‖P i j‖ ^ 2 : ℝ) : 𝕜) = ∑ i, ∑ j, P i j * P j i := by
          push_cast
          refine sum_congr rfl fun i _ => sum_congr rfl fun j _ => ?_
          -- Hermiticity turns the product into a squared modulus
          have hji : star (P i j) = P j i := h.hermitian.apply j i
          rw [← hji]
          exact (RCLike.mul_conj _).symm
      _ = (P * P).trace := by
          simp only [Matrix.trace, Matrix.diag_apply, Matrix.mul_apply]
      _ = P.trace := by rw [h.idem]
  exact RCLike.ofReal_inj.mp key

/-- The number of large entries times `τ²` is the sum that gives each large entry the
weight `τ²` and every other entry the weight zero. -/
theorem card_mul_sq (τ : ℝ) (P : Matrix ι ι 𝕜) :
    ((largeEntries τ P).card : ℝ) * τ ^ 2 =
      ∑ p : ι × ι, if τ ≤ ‖P p.1 p.2‖ then τ ^ 2 else 0 := by
  rw [← sum_filter, sum_const, nsmul_eq_mul, largeEntries]

omit [Fintype ι] in
/-- For `τ > 0`, the weight `τ²` given to a large entry, or zero to a small one, never exceeds
the squared modulus of the entry. -/
theorem weight_le {τ : ℝ} (hτ : 0 < τ) (P : Matrix ι ι 𝕜) (p : ι × ι) :
    (if τ ≤ ‖P p.1 p.2‖ then τ ^ 2 else 0) ≤ ‖P p.1 p.2‖ ^ 2 := by
  split_ifs with hc
  · exact pow_le_pow_left₀ hτ.le hc 2
  · positivity

/-- An orbital projector of rank `N` has at most `N / τ²` entries of modulus at least `τ > 0`. -/
theorem IsOrbitalProjector.card_largeEntries_le {P : Matrix ι ι 𝕜}
    (h : IsOrbitalProjector P) {τ : ℝ} (hτ : 0 < τ) :
    ((largeEntries τ P).card : ℝ) ≤ P.rank / τ ^ 2 := by
  rw [le_div_iff₀ (by positivity), ← h.sum_norm_sq, card_mul_sq]
  exact sum_le_sum fun p _ => weight_le hτ P p

/-- For `τ > 0`, the bound `N / τ²` is attained exactly by those orbital projectors whose
entries are all either zero or of modulus `τ`. -/
theorem IsOrbitalProjector.card_largeEntries_eq_iff {P : Matrix ι ι 𝕜}
    (h : IsOrbitalProjector P) {τ : ℝ} (hτ : 0 < τ) :
    ((largeEntries τ P).card : ℝ) = P.rank / τ ^ 2 ↔
      ∀ i j, P i j = 0 ∨ ‖P i j‖ = τ := by
  rw [eq_div_iff (by positivity), ← h.sum_norm_sq, card_mul_sq,
    sum_eq_sum_iff_of_le fun p _ => weight_le hτ P p]
  constructor
  · intro H i j
    have hij := H (i, j) (mem_univ _)
    dsimp only at hij
    split_ifs at hij with hc
    · exact Or.inr ((sq_eq_sq₀ hτ.le (norm_nonneg _)).mp hij).symm
    · exact Or.inl (norm_eq_zero.mp ((pow_eq_zero_iff two_ne_zero).mp hij.symm))
  · rintro H ⟨i, j⟩ -
    rcases H i j with h0 | h0
    · simp [h0, not_le.mpr hτ]
    · simp [h0]

/-- The squared Frobenius error of thresholding an orbital projector is its rank minus the
squared moduli of the retained entries. -/
theorem IsOrbitalProjector.threshold_error {P : Matrix ι ι 𝕜}
    (h : IsOrbitalProjector P) (τ : ℝ) :
    ∑ p : ι × ι, ‖(P - threshold τ P) p.1 p.2‖ ^ 2 =
      P.rank - ∑ p ∈ largeEntries τ P, ‖P p.1 p.2‖ ^ 2 := by
  rw [eq_sub_iff_add_eq, largeEntries, sum_filter, ← sum_add_distrib, ← h.sum_norm_sq]
  refine sum_congr rfl fun p _ => ?_
  by_cases hc : τ ≤ ‖P p.1 p.2‖
  · simp [threshold, hc]
  · simp [threshold, hc]

/-- The `n` by `n` matrix with all entries `1/n`, for `n > 0`. -/
def uniform (n : ℕ) : Matrix (Fin n) (Fin n) ℝ :=
  Matrix.of fun _ _ => 1 / (n : ℝ)

/-- For `n > 0` the trace of the uniform matrix is one. -/
theorem trace_uniform {n : ℕ} (hn : 0 < n) : (uniform n).trace = 1 := by
  have hn' : (n : ℝ) ≠ 0 := by exact_mod_cast hn.ne'
  simp only [Matrix.trace, Matrix.diag_apply, uniform, Matrix.of_apply, sum_const,
    card_univ, Fintype.card_fin, nsmul_eq_mul]
  exact mul_one_div_cancel hn'

/-- For `n > 0` the uniform matrix is an orbital projector of rank one. -/
theorem uniform_projector {n : ℕ} (hn : 0 < n) :
    IsOrbitalProjector (uniform n) ∧ (uniform n).rank = 1 := by
  have hn' : (n : ℝ) ≠ 0 := by exact_mod_cast hn.ne'
  have hP : IsOrbitalProjector (uniform n) := by
    constructor
    · exact Matrix.IsHermitian.ext fun i j => by simp [uniform]
    · ext i j
      simp only [Matrix.mul_apply, uniform, Matrix.of_apply, sum_const, card_univ,
        Fintype.card_fin, nsmul_eq_mul]
      field_simp
  refine ⟨hP, ?_⟩
  have ht := hP.trace_eq_rank
  rw [trace_uniform hn] at ht
  exact_mod_cast ht.symm

/-- For `n > 0` and a threshold above `1/n`, thresholding the uniform projector leaves the zero
matrix, and the trace drops by one whole electron. -/
theorem uniform_loses_electron {n : ℕ} (hn : 0 < n) {τ : ℝ} (hτ : 1 / (n : ℝ) < τ) :
    threshold τ (uniform n) = 0 ∧
      (uniform n).trace - (threshold τ (uniform n)).trace = 1 := by
  have hzero : threshold τ (uniform n) = 0 := by
    ext i j
    have hnorm : ‖uniform n i j‖ = 1 / (n : ℝ) := by simp [uniform]
    have hc : ¬ τ ≤ ‖uniform n i j‖ := by
      rw [hnorm]
      exact not_le_of_gt hτ
    simp only [threshold, Matrix.of_apply, if_neg hc, Matrix.zero_apply]
  refine ⟨hzero, ?_⟩
  rw [hzero, Matrix.trace_zero, trace_uniform hn, sub_zero]

/-- For `n > 0` the uniform projector attains the counting bound at the threshold `1/n`. -/
theorem uniform_attains_bound {n : ℕ} (hn : 0 < n) :
    ((largeEntries (1 / (n : ℝ)) (uniform n)).card : ℝ) =
      (uniform n).rank / (1 / (n : ℝ)) ^ 2 := by
  have hpos : 0 < 1 / (n : ℝ) := one_div_pos.mpr (by exact_mod_cast hn)
  exact ((uniform_projector hn).1.card_largeEntries_eq_iff hpos).mpr
    fun i j => Or.inr (by simp [uniform])

end

end ProjectorSparsity
```

```lean
#print axioms ProjectorSparsity.IsOrbitalProjector.card_largeEntries_le
-- 'ProjectorSparsity.IsOrbitalProjector.card_largeEntries_le' depends on axioms: [propext, Classical.choice, Quot.sound]
#print axioms ProjectorSparsity.IsOrbitalProjector.threshold_error
-- 'ProjectorSparsity.IsOrbitalProjector.threshold_error' depends on axioms: [propext, Classical.choice, Quot.sound]
#print axioms ProjectorSparsity.uniform_loses_electron
-- 'ProjectorSparsity.uniform_loses_electron' depends on axioms: [propext, Classical.choice, Quot.sound]
#print axioms ProjectorSparsity.uniform_attains_bound
-- 'ProjectorSparsity.uniform_attains_bound' depends on axioms: [propext, Classical.choice, Quot.sound]
```

## The count, the error and the uniform projector

The matrix $P$ has entries $P_{ij}$ in the real or complex numbers, which is what `RCLike 𝕜` allows, and its rows and columns are labelled by a finite set `ι`. The predicate `IsOrbitalProjector P` says that $P$ is Hermitian, $P^\dagger=P$, and idempotent, $P^2=P$. For real entries, Hermitian means symmetric. The number $N$ is `P.rank`, the ordinary matrix rank.

Two definitions describe the truncation. `largeEntries τ P` is the set of ordered pairs $(i,j)$ with $|P_{ij}|\ge\tau$, so an off-diagonal entry and its mirror image count as two. `threshold τ P` keeps exactly the entries at those positions and puts zero elsewhere. An entry of modulus exactly $\tau$ is kept.

The main theorem, `card_largeEntries_le`, states that for $\tau>0$ the number $M$ of large entries satisfies
$$M\le \frac{N}{\tau^2}.$$
Its companion `card_largeEntries_eq_iff` states that equality holds exactly when every entry of $P$ is either zero or of modulus $\tau$. The theorem `threshold_error` gives the squared Frobenius error of thresholding, that is, the sum of the squared moduli of the entries of $P$ minus its thresholded version. It equals $N$ minus the sum of $|P_{ij}|^2$ over the retained entries, for any real $\tau$.

The remaining theorems concern `uniform n`, the real $n\times n$ matrix with all entries $1/n$, where $n>0$. It is an orbital projector of rank one. If $\tau>1/n$, thresholding turns it into the zero matrix and the trace falls by exactly 1. At $\tau=1/n$ it attains the counting bound.

## Occupied orbitals in an orthonormal basis

In Hartree–Fock or Kohn–Sham theory with every spin orbital either filled or empty, the one-particle density matrix, taken over spin orbitals or within one spin channel, is the projector onto the occupied orbitals. If the basis is orthonormal, this is the condition $P^\dagger=P=P^2$. Each occupied orbital then holds one electron, and the number of electrons described is $\operatorname{Tr}P$. The spin-summed density matrix of a restricted closed-shell calculation is $2P$, so it has to be halved before the bound is applied. The file does not postulate that this trace equals the rank: `trace_eq_rank` proves it.

No Hamiltonian appears in the hypotheses, so the bound needs neither a band gap nor any decay of $P_{ij}$ with distance. For such a mean-field density matrix in a finite orthonormal basis, at fixed $\tau$ and a fixed number of electrons per basis function, the number of retained entries therefore grows at most linearly with system size. The constant is large, however. With $n$ basis functions at half filling, $N/\tau^2$ is smaller than the trivial bound $n^2$ only when $n>1/(2\tau^2)$, which for $\tau=10^{-2}$ means $n>5000$.

The uniform projector describes one electron in an orbital with amplitude $1/\sqrt n$ on each of $n$ basis functions. Every product of two amplitudes is $1/n$. Once $n$ exceeds $1/\tau$, each entry is small enough to be discarded, although together the entries carry the whole electron. A small tolerance per entry is thus no guarantee of a small total error.

The theorems treat a projector that is exactly idempotent and is thresholded once. They do not follow the errors through a sequence of truncated matrix products, and they do not treat fractional occupations.

## Trace equals rank

Let $y$ lie in the range of $P$, so that $y=Px$ for some vector $x$. Then
$$Py=P^2x=Px=y,$$
and $P$ acts as the identity on its range. Any vector can be written as $x=Px+(x-Px)$, where the first part is in the range and the second is in the kernel, because $P(x-Px)=Px-P^2x=0$. A vector in both subspaces satisfies $y=Py=0$. A basis of the range and a basis of the kernel therefore make up a basis of the whole space, in which $P$ is diagonal with $N$ ones followed by zeros. Since the trace does not depend on the basis,
$$\operatorname{Tr}P=N.$$

In `trace_eq_rank`, `hproj` records that the linear map $x\mapsto Px$ is a projection onto its range. Its second part is the calculation $P^2x=Px$, supplied by `h.idem`. Mathlib's theorem `hproj.trace` then gives the trace of the map as the dimension of the range. The step `hm` identifies the matrix of this map in the standard basis with $P$ itself, which turns the statement about maps into one about matrices. Hermiticity plays no part yet.

## The sum rule for squared entries

Hermiticity says that $\overline{P_{ij}}=P_{ji}$. Hence
$$\sum_{i,j}|P_{ij}|^2=\sum_{i,j}P_{ij}\overline{P_{ij}}=\sum_{i,j}P_{ij}P_{ji}=\operatorname{Tr}P^2=\operatorname{Tr}P=N.$$

The `calc` block in `sum_norm_sq` has the same order. Its first step uses `hji`, the Hermiticity relation for one pair of indices, to replace each squared modulus by $P_{ij}P_{ji}$. The second recognises the double sum as the trace of $P^2$, and the third applies idempotency. The products $P_{ij}P_{ji}$ are elements of `𝕜`, so the identity `key` is proved there and brought back to the real numbers by `RCLike.ofReal_inj`.

## From the sum rule to the count

Give each pair the weight $w_{ij}=\tau^2$ if $|P_{ij}|\ge\tau$, and $w_{ij}=0$ otherwise. For $\tau>0$ this implies $w_{ij}\le|P_{ij}|^2$ in both cases. The weights add up to $M\tau^2$, so
$$M\tau^2=\sum_{i,j}w_{ij}\le\sum_{i,j}|P_{ij}|^2=N,$$
and division by $\tau^2$ gives the bound.

The lemma `card_mul_sq` is the first equality and `weight_le` is the comparison for a single entry. The proof of `card_largeEntries_le` clears the denominator with `le_div_iff₀`, rewrites both sides as sums, and adds up the comparisons with `sum_le_sum`.

For the equality case, two finite sums whose terms satisfy $w_{ij}\le|P_{ij}|^2$ are equal only if all corresponding terms are equal. At a large entry this means $\tau^2=|P_{ij}|^2$, hence $|P_{ij}|=\tau$. At a small entry it means $0=|P_{ij}|^2$, hence $P_{ij}=0$. Conversely, if every entry is zero or of modulus $\tau$, then $w_{ij}=|P_{ij}|^2$ throughout. The proof gets the term-by-term criterion from `sum_eq_sum_iff_of_le` and separates large from small entries with `split_ifs`.

The error formula uses the same sum rule. The difference between $P$ and its thresholded version is zero at a retained position and $P_{ij}$ at a discarded one, so
$$\sum_{|P_{ij}|<\tau}|P_{ij}|^2=N-\sum_{|P_{ij}|\ge\tau}|P_{ij}|^2.$$
In `threshold_error` the retained sum is first moved to the other side. The identity is then checked entry by entry, with `by_cases` distinguishing the two kinds of position.

## One electron spread over $n$ basis functions

Write $U$ for the uniform matrix, $U_{ij}=1/n$. It is symmetric, and
$$(U^2)_{ij}=\sum_{k=1}^{n}\frac1n\cdot\frac1n=\frac{n}{n^2}=\frac1n=U_{ij}.$$
Its trace is $n\cdot(1/n)=1$, so its rank is also 1. The proof of `uniform_projector` takes this route: it verifies the two projector conditions and then reads the rank off `trace_uniform` through `trace_eq_rank`.

If $\tau>1/n$, no entry reaches the threshold. The thresholded matrix is zero, its trace is zero, and the loss is $1-0=1$. In `uniform_loses_electron`, `hc` is the failed comparison for one entry and `hzero` the resulting matrix identity. By the error formula the squared Frobenius error is 1 as well, which is the entire squared norm of $U$.

If $\tau=1/n$, all $n^2$ entries count as large, and $N/\tau^2=1/(1/n)^2=n^2$. The theorem `uniform_attains_bound` obtains this from the equality criterion, since every entry has modulus $\tau$. For $n=1$ the matrix is the number 1, and the same statements hold.

## Idempotent but not Hermitian

Idempotency alone does not give the bound. The matrix
$$Q=\begin{pmatrix}1&1\\0&0\end{pmatrix}$$
satisfies $Q^2=Q$ and has rank one, but two of its entries have modulus at least $\tau=1$, where the bound would allow one. The sum rule is what fails: the squared entries add up to 2, while the trace is 1. This matters in a non-orthogonal basis, where the product of the density matrix and the overlap matrix is idempotent but in general not Hermitian.

## A bound for each row

The argument also works for a single row, a version that the file does not contain. For fixed $i$,
$$\sum_j|P_{ij}|^2=\sum_jP_{ij}P_{ji}=(P^2)_{ii}=P_{ii},$$
so row $i$ has at most $P_{ii}/\tau^2$ entries of modulus at least $\tau>0$. The term $j=i$ of the sum gives $P_{ii}^2\le P_{ii}$, hence $P_{ii}\le1$, and no row has more than $1/\tau^2$ such entries. Adding the row bounds over $i$ gives back $N/\tau^2$.
